# Dirac's double-commutator identity for vector operators

If $J$ is an angular momentum and $V$ a vector operator with respect to it, then for each component $k$, with $\hbar=1$,

$$[J^2,[J^2,V_k]]=2(J^2V_k+V_kJ^2)-4J_k(J\cdot V).$$

The components are elements of a complex algebra `A`, indexed by 0, 1, 2 for $x,y,z$. Matrices qualify; unbounded operators do only on a common invariant domain. Neither Hermiticity nor finite dimension is assumed. Products keep their order, and `casimir J` is $J^2=\sum_i J_iJ_i$.

```lean
import Mathlib

open Complex (I)

namespace DiracVectorOperator

noncomputable section

variable {A : Type*} [Ring A]

/-- The commutator `[a, b] = ab - ba`. -/
def opComm (a b : A) : A := a * b - b * a

/-- The scalar product `U·V = ∑ Uᵢ Vᵢ` of two operator triples, with the order of factors kept. -/
def dot (U V : Fin 3 → A) : A := ∑ i, U i * V i

/-- The squared angular momentum `J² = J·J`. -/
def casimir (J : Fin 3 → A) : A := dot J J

/-- The vector product `U × V` of two operator triples, with the order of factors kept. -/
def cross (U V : Fin 3 → A) : Fin 3 → A :=
  ![U 1 * V 2 - U 2 * V 1, U 2 * V 0 - U 0 * V 2, U 0 * V 1 - U 1 * V 0]

/-- The Levi-Civita symbol: `+1` on cyclic, `-1` on anticyclic orderings of the three axes,
and `0` otherwise. -/
def eps (i j k : Fin 3) : ℂ :=
  if j = i + 1 ∧ k = i + 2 then 1 else if j = i + 2 ∧ k = i + 1 then -1 else 0

/-- Leibniz rule: `[a, bc] = [a, b]c + b[a, c]`. -/
theorem opComm_mul (a b c : A) : opComm a (b * c) = opComm a b * c + b * opComm a c := by
  simp only [opComm]
  noncomm_ring

/-- The three Cartesian components of the vector product. -/
theorem cross_components (U V : Fin 3 → A) :
    cross U V 0 = U 1 * V 2 - U 2 * V 1 ∧ cross U V 1 = U 2 * V 0 - U 0 * V 2 ∧
      cross U V 2 = U 0 * V 1 - U 1 * V 0 :=
  ⟨rfl, rfl, rfl⟩
```

## V rotates as a vector

The hypothesis `IsVectorOperator J V` says $[J_i,V_j]=i\sum_k\varepsilon_{ijk}V_k$: under infinitesimal rotations, $V$ transforms like position or a dipole moment. `IsAngularMomentum J` is the same condition with $V=J$.

```lean
variable [Algebra ℂ A]

/-- `V` is a vector operator with respect to `J`: `[Jᵢ, Vⱼ] = i ∑ₖ εᵢⱼₖ Vₖ`. -/
def IsVectorOperator (J V : Fin 3 → A) : Prop :=
  ∀ i j, opComm (J i) (V j) = I • ∑ k, eps i j k • V k

/-- `J` is an angular momentum: `[Jᵢ, Jⱼ] = i ∑ₖ εᵢⱼₖ Jₖ`. -/
def IsAngularMomentum (J : Fin 3 → A) : Prop := IsVectorOperator J J

/-- The vector operator condition is equivalent to nine explicit commutation relations. -/
theorem isVectorOperator_iff (J V : Fin 3 → A) :
    IsVectorOperator J V ↔
      opComm (J 0) (V 0) = 0 ∧ opComm (J 0) (V 1) = I • V 2 ∧ opComm (J 0) (V 2) = -(I • V 1) ∧
      opComm (J 1) (V 0) = -(I • V 2) ∧ opComm (J 1) (V 1) = 0 ∧ opComm (J 1) (V 2) = I • V 0 ∧
      opComm (J 2) (V 0) = I • V 1 ∧ opComm (J 2) (V 1) = -(I • V 0) ∧
      opComm (J 2) (V 2) = 0 := by
  have fin3 : ∀ k : Fin 3, k = 0 ∨ k = 1 ∨ k = 2 := by decide
  constructor
  · intro h
    refine ⟨?_, ?_, ?_, ?_, ?_, ?_, ?_, ?_, ?_⟩ <;>
      exact (h _ _).trans (by simp [eps])
  · rintro ⟨h00, h01, h02, h10, h11, h12, h20, h21, h22⟩ i j
    rcases fin3 i with rfl | rfl | rfl <;> rcases fin3 j with rfl | rfl | rfl <;>
      simp [eps, h00, h01, h02, h10, h11, h12, h20, h21, h22]
```

By the Leibniz rule, scalar products of vector operators commute with $J$, and cross products are again vector operators. For $W=J\times V$, contracting the $\varepsilon$ symbols gives

$$[J_i,W_j]=i(J_iV_j-J_jV_i)=i\sum_k\varepsilon_{ijk}W_k.$$

Lean checks this by components: `simp only` inserts the nine relations and `module` collects terms.

```lean
/-- The scalar product of two vector operators commutes with every component of `J`. -/
theorem opComm_dot {J U V : Fin 3 → A} (hU : IsVectorOperator J U) (hV : IsVectorOperator J V)
    (k : Fin 3) : opComm (J k) (dot U V) = 0 := by
  have fin3 : ∀ k : Fin 3, k = 0 ∨ k = 1 ∨ k = 2 := by decide
  have hadd : ∀ a x y : A, opComm a (x + y) = opComm a x + opComm a y := by
    intro a x y
    simp only [opComm]
    noncomm_ring
  obtain ⟨u00, u01, u02, u10, u11, u12, u20, u21, u22⟩ := (isVectorOperator_iff J U).1 hU
  obtain ⟨v00, v01, v02, v10, v11, v12, v20, v21, v22⟩ := (isVectorOperator_iff J V).1 hV
  rcases fin3 k with rfl | rfl | rfl <;>
    simp only [dot, Fin.sum_univ_three, hadd, opComm_mul, u00, u01, u02, u10, u11, u12, u20, u21,
      u22, v00, v01, v02, v10, v11, v12, v20, v21, v22, mul_neg, neg_mul, mul_smul_comm,
      smul_mul_assoc, mul_zero, zero_mul] <;>
    module

/-- The vector product of two vector operators is a vector operator. -/
theorem isVectorOperator_cross {J U V : Fin 3 → A} (hU : IsVectorOperator J U)
    (hV : IsVectorOperator J V) : IsVectorOperator J (cross U V) := by
  have hsub : ∀ a x y : A, opComm a (x - y) = opComm a x - opComm a y := by
    intro a x y
    simp only [opComm]
    noncomm_ring
  obtain ⟨u00, u01, u02, u10, u11, u12, u20, u21, u22⟩ := (isVectorOperator_iff J U).1 hU
  obtain ⟨v00, v01, v02, v10, v11, v12, v20, v21, v22⟩ := (isVectorOperator_iff J V).1 hV
  refine (isVectorOperator_iff J (cross U V)).2 ⟨?_, ?_, ?_, ?_, ?_, ?_, ?_, ?_, ?_⟩ <;>
    simp only [cross_components, hsub, opComm_mul, u00, u01, u02, u10, u11, u12, u20, u21,
      u22, v00, v01, v02, v10, v11, v12, v20, v21, v22, mul_neg, neg_mul, mul_smul_comm,
      smul_mul_assoc, mul_zero, zero_mul] <;>
    module
```

The hypothesis also gives the single commutator:

$$[J^2,V_k]=i\sum_{i,l}\varepsilon_{ikl}(J_iV_l+V_lJ_i)=-2iW_k-2V_k.$$

The last term comes from moving $J_i$ to the left of $V_l$. In Lean, `linear_combination` adds the same commutation relations with their coefficients.

```lean
/-- For a vector operator `V`, `[J², Vₖ] = -2i (J × V)ₖ - 2 Vₖ`. -/
theorem opComm_casimir {J V : Fin 3 → A} (hV : IsVectorOperator J V) (k : Fin 3) :
    opComm (casimir J) (V k) = -((2 * I : ℂ) • cross J V k) - (2 : ℂ) • V k := by
  have fin3 : ∀ k : Fin 3, k = 0 ∨ k = 1 ∨ k = 2 := by decide
  have hI : ∀ x : A, I • I • x = -x := fun x => by
    rw [smul_smul, Complex.I_mul_I, neg_one_smul]
  obtain ⟨h00, h01, h02, h10, h11, h12, h20, h21, h22⟩ := (isVectorOperator_iff J V).1 hV
  -- expand `[Jᵢ², Vₖ] = Jᵢ[Jᵢ, Vₖ] + [Jᵢ, Vₖ]Jᵢ`, then move every `J` to the left of `V`
  rcases fin3 k with rfl | rfl | rfl
  · linear_combination (norm := (simp only [opComm, casimir, dot, Fin.sum_univ_three,
      cross_components, mul_add, add_mul, mul_sub, sub_mul, mul_neg, neg_mul, mul_smul_comm,
      smul_mul_assoc, mul_assoc, mul_zero, zero_mul]; module))
      J 0 * h00 + h00 * J 0 + J 1 * h10 + h10 * J 1 + J 2 * h20 + h20 * J 2
        + I • h12 - I • h21 + (2 : ℂ) • hI (V 0)
  · linear_combination (norm := (simp only [opComm, casimir, dot, Fin.sum_univ_three,
      cross_components, mul_add, add_mul, mul_sub, sub_mul, mul_neg, neg_mul, mul_smul_comm,
      smul_mul_assoc, mul_assoc, mul_zero, zero_mul]; module))
      J 0 * h01 + h01 * J 0 + J 1 * h11 + h11 * J 1 + J 2 * h21 + h21 * J 2
        + I • h20 - I • h02 + (2 : ℂ) • hI (V 1)
  · linear_combination (norm := (simp only [opComm, casimir, dot, Fin.sum_univ_three,
      cross_components, mul_add, add_mul, mul_sub, sub_mul, mul_neg, neg_mul, mul_smul_comm,
      smul_mul_assoc, mul_assoc, mul_zero, zero_mul]; module))
      J 0 * h02 + h02 * J 0 + J 1 * h12 + h12 * J 1 + J 2 * h22 + h22 * J 2
        + I • h01 - I • h10 + (2 : ℂ) • hI (V 2)
```

Without this hypothesis the identity can fail. Take spin ½, $V=(1,0,0)$ and $k=0$: the left side is 0, the right side $4J^2-4J_0^2=2$.

## J closes under commutation

The relation $[J_i,J_j]=i\sum_k\varepsilon_{ijk}J_k$ makes the $J_i$ generators of rotations. It is used to show that $W$ is a vector operator, and to reorder the double product:

$$(J\times W)_k=\sum_i(J_iJ_kV_i-J_iJ_iV_k)=J_k(J\cdot V)+iW_k-J^2V_k.$$

```lean
/-- Double vector product with an angular momentum `J` and any triple `V`:
`(J × (J × V))ₖ = Jₖ (J·V) + i (J × V)ₖ - J² Vₖ`. -/
theorem cross_cross {J : Fin 3 → A} (hJ : IsAngularMomentum J) (V : Fin 3 → A) (k : Fin 3) :
    cross J (cross J V) k = J k * dot J V + I • cross J V k - casimir J * V k := by
  have fin3 : ∀ k : Fin 3, k = 0 ∨ k = 1 ∨ k = 2 := by decide
  obtain ⟨-, j01, j02, j10, -, j12, j20, j21, -⟩ := (isVectorOperator_iff J J).1 hJ
  rcases fin3 k with rfl | rfl | rfl
  · linear_combination (norm := (simp only [opComm, casimir, dot, Fin.sum_univ_three,
      cross_components, mul_add, add_mul, mul_sub, sub_mul, neg_mul,
      smul_mul_assoc, mul_assoc]; module)) j10 * V 1 + j20 * V 2
  · linear_combination (norm := (simp only [opComm, casimir, dot, Fin.sum_univ_three,
      cross_components, mul_add, add_mul, mul_sub, sub_mul, neg_mul,
      smul_mul_assoc, mul_assoc]; module)) j21 * V 2 + j01 * V 0
  · linear_combination (norm := (simp only [opComm, casimir, dot, Fin.sum_univ_three,
      cross_components, mul_add, add_mul, mul_sub, sub_mul, neg_mul,
      smul_mul_assoc, mul_assoc]; module)) j02 * V 0 + j12 * V 1
```

Applying the single commutator to $V$ and then to $W$ gives

$$[J^2,[J^2,V_k]]=-4(J\times W)_k+4iW_k-2[J^2,V_k].$$

Inserting the double product cancels $W_k$ and leaves the identity. In the proof, `h1`, `h2` and `h3` are these three ingredients.

```lean
/-- Dirac's identity: for an angular momentum `J` and a vector operator `V`,
`[J², [J², Vₖ]] = 2 (J² Vₖ + Vₖ J²) - 4 Jₖ (J·V)`. -/
theorem dirac_identity {J V : Fin 3 → A} (hJ : IsAngularMomentum J) (hV : IsVectorOperator J V)
    (k : Fin 3) :
    opComm (casimir J) (opComm (casimir J) (V k)) =
      (2 : ℂ) • (casimir J * V k + V k * casimir J) - (4 : ℂ) • (J k * dot J V) := by
  have hI : ∀ x : A, I • I • x = -x := fun x => by
    rw [smul_smul, Complex.I_mul_I, neg_one_smul]
  -- the commutator with `J²` for `V` and for the vector operator `J × V`
  have h1 := opComm_casimir hV k
  have h2 := opComm_casimir (isVectorOperator_cross (U := J) hJ hV) k
  have h3 := cross_cross hJ V k
  linear_combination (norm := (simp only [opComm, mul_sub, sub_mul, mul_neg,
    neg_mul, mul_smul_comm, smul_mul_assoc, mul_assoc]; module))
    casimir J * h1 - h1 * casimir J - (2 * I : ℂ) • h2
      + (4 : ℂ) • hI (cross J (cross J V) k) - (4 : ℂ) • h3
```

For a counter-example without closure, let $S$ be spin ½, $J=S+(0,0,1)$ and $V=S$. Then $V$ still satisfies its relations with $J$, but at $k=2$ the left side is 0 and the right side $-2$.

## P and Q fix the value of J²

The conditions $PJ^2=aP$ and $J^2Q=bQ$ select final and initial states of definite $J^2$; $P$ and $Q$ need not be projectors. Between them each $J^2$ becomes a number, and the double commutator becomes $(a-b)^2PV_kQ$. Hence

$$\bigl((a-b)^2-2(a+b)\bigr)PV_kQ=-4PJ_k(J\cdot V)Q.$$

```lean
/-- For an angular momentum `J` and a vector operator `V`: if `P J² = a P` and `J² Q = b Q`, then
`((a - b)² - 2(a + b)) P Vₖ Q = -4 P Jₖ (J·V) Q`. -/
theorem dirac_sandwich {J V : Fin 3 → A} (hJ : IsAngularMomentum J) (hV : IsVectorOperator J V)
    {P Q : A} {a b : ℂ} (hP : P * casimir J = a • P) (hQ : casimir J * Q = b • Q) (k : Fin 3) :
    ((a - b) ^ 2 - 2 * (a + b)) • (P * V k * Q) = (-4 : ℂ) • (P * (J k * dot J V) * Q) := by
  have hP' : ∀ x : A, P * (casimir J * x) = a • (P * x) := fun x => by
    rw [← mul_assoc, hP, smul_mul_assoc]
  -- every `J²` next to `P` becomes `a`, every `J²` next to `Q` becomes `b`
  have h := congrArg (fun x => P * x * Q) (dirac_identity hJ hV k)
  simp only [opComm, mul_add, add_mul, mul_sub, sub_mul, mul_assoc, hQ, hP', mul_smul_comm,
    smul_mul_assoc] at h
  simp only [mul_assoc]
  linear_combination (norm := module) h
```

## The common value c is nonzero

For $a=b=c$ this reads $cPV_kQ=PJ_k(J\cdot V)Q$, and dividing by $c\neq0$ gives the projection theorem. If also $(J\cdot V)Q=sQ$, then $PV_kQ=(s/c)PJ_kQ$. At $c=0$ the relation no longer determines $PV_kQ$.

```lean
/-- For an angular momentum `J` and a vector operator `V`: if `P J² = c P` and `J² Q = c Q` with `c ≠ 0`, then
`P Vₖ Q = c⁻¹ P Jₖ (J·V) Q`, and `P Vₖ Q = (s / c) P Jₖ Q` whenever `(J·V) Q = s Q`. -/
theorem projection_theorem {J V : Fin 3 → A} (hJ : IsAngularMomentum J)
    (hV : IsVectorOperator J V) {P Q : A} {c : ℂ} (hc : c ≠ 0) (hP : P * casimir J = c • P)
    (hQ : casimir J * Q = c • Q) (k : Fin 3) :
    P * V k * Q = c⁻¹ • (P * (J k * dot J V) * Q) ∧
      ∀ s : ℂ, dot J V * Q = s • Q → P * V k * Q = (s / c) • (P * J k * Q) := by
  have h := dirac_sandwich hJ hV hP hQ k
  have h2 : c • (P * V k * Q) = P * (J k * dot J V) * Q := by
    linear_combination (norm := module) (-1 / 4 : ℂ) • h
  have h3 : P * V k * Q = c⁻¹ • (P * (J k * dot J V) * Q) := by
    rw [← h2, smul_smul, inv_mul_cancel₀ hc, one_smul]
  refine ⟨h3, fun s hs => ?_⟩
  rw [h3]
  simp only [mul_assoc, hs, mul_smul_comm, smul_smul]
  rw [div_eq_inv_mul]
```

Equal values matter too: in the s–p model below, the s–p block of $V_0$ is nonzero although $PJ_k=0$ for the s projector $P$.

## j and j′ are nonnegative

Write $a=j'(j'+1)$ and $b=j(j+1)$, with real $j,j'\geq0$. Since $J_k(J\cdot V)$ commutes with $J^2$, $(a-b)PJ_k(J\cdot V)Q=0$. If $j'\neq j$, then $a\neq b$, so the right side of the sandwiched identity vanishes. Its prefactor is

$$(j'-j-1)(j'-j+1)(j+j')(j+j'+2),$$

so a nonzero $PV_kQ$ requires $j'=j$ or $j'=j\pm1$. Lean argues by contradiction, showing every factor nonzero.

```lean
/-- Selection rule for an angular momentum `J` and a vector operator `V`: if `P J² = j'(j'+1) P` and `J² Q = j(j+1) Q` with `j, j' ≥ 0`, and
`P Vₖ Q ≠ 0`, then `j' = j`, `j' = j + 1` or `j' = j - 1`. -/
theorem selection_rule {J V : Fin 3 → A} (hJ : IsAngularMomentum J) (hV : IsVectorOperator J V)
    {P Q : A} {j j' : ℝ} (hj : 0 ≤ j) (hj' : 0 ≤ j')
    (hP : P * casimir J = ((j' : ℂ) * (j' + 1)) • P)
    (hQ : casimir J * Q = ((j : ℂ) * (j + 1)) • Q) (k : Fin 3) (hne : P * V k * Q ≠ 0) :
    j' = j ∨ j' = j + 1 ∨ j' = j - 1 := by
  by_contra hcon
  simp only [not_or] at hcon
  obtain ⟨h1, h2, h3⟩ := hcon
  have hz : ∀ (c : ℂ) (x : A), c ≠ 0 → c • x = 0 → x = 0 := fun c x hc h => by
    rw [← one_smul ℂ x, ← inv_mul_cancel₀ hc, mul_smul, h, smul_zero]
  have hab : j' * (j' + 1) - j * (j + 1) ≠ 0 := by
    have hf : j' * (j' + 1) - j * (j + 1) = (j' - j) * (j' + j + 1) := by ring
    rw [hf]
    exact mul_ne_zero (sub_ne_zero.2 h1) (fun h => by linarith)
  -- the prefactor in the sandwiched identity factorises
  have hpoly : (j' * (j' + 1) - j * (j + 1)) ^ 2 - 2 * (j' * (j' + 1) + j * (j + 1)) ≠ 0 := by
    have hf : (j' * (j' + 1) - j * (j + 1)) ^ 2 - 2 * (j' * (j' + 1) + j * (j + 1)) =
        (j' - j - 1) * (j' - j + 1) * (j + j') * (j + j' + 2) := by ring
    rw [hf]
    refine mul_ne_zero (mul_ne_zero (mul_ne_zero ?_ ?_) ?_) ?_
    · exact fun h => h2 (by linarith)
    · exact fun h => h3 (by linarith)
    · exact fun h => h1 (by linarith)
    · exact fun h => by linarith
  -- `Jₖ (J·V)` commutes with `J²`
  have hS : ∀ S : A, (∀ i, opComm (J i) S = 0) → opComm (casimir J) S = 0 := by
    intro S h
    linear_combination (norm := (simp only [opComm, casimir, dot, Fin.sum_univ_three, mul_add,
      add_mul, mul_sub, sub_mul, mul_assoc, mul_zero, zero_mul]; module))
      J 0 * h 0 + h 0 * J 0 + J 1 * h 1 + h 1 * J 1 + J 2 * h 2 + h 2 * J 2
  have hCS : opComm (casimir J) (dot J V) = 0 := hS _ (opComm_dot (U := J) hJ hV)
  have hCJ : opComm (J k) (casimir J) = 0 := opComm_dot (U := J) (V := J) hJ hJ k
  have hCD : casimir J * (J k * dot J V) = J k * dot J V * casimir J := by
    linear_combination
      (norm := (simp only [opComm, mul_sub, sub_mul, mul_assoc, mul_zero, zero_mul]; module))
      J k * hCS - hCJ * dot J V
  -- hence it has no block between different values of `J²`
  have hY : P * (J k * dot J V) * Q = 0 := by
    apply hz ((j' : ℂ) * (j' + 1) - (j : ℂ) * (j + 1)) _ (by exact_mod_cast hab)
    have hP' : ∀ x : A, P * (casimir J * x) = ((j' : ℂ) * (j' + 1)) • (P * x) := fun x => by
      rw [← mul_assoc, hP, smul_mul_assoc]
    have h0 := congrArg (fun x => P * x * Q) hCD
    simp only [mul_assoc, hQ, hP', mul_smul_comm, smul_mul_assoc] at h0
    simp only [mul_assoc]
    linear_combination (norm := module) h0
  have h := dirac_sandwich hJ hV hP hQ k
  rw [hY, smul_zero] at h
  exact hne (hz _ _ (by exact_mod_cast hpoly) h)
```

For electric dipole transitions between states of exact $J^2$, this is the rule $\Delta j=0,\pm1$; the theorem does not exclude $0\to0$. Without the sign condition, $j=1$ could be relabelled $j=-2$ with the same $J^2=2$, and the allowed s–p transition would violate the conclusion.

## An s–p model with a nonzero dipole block

On the states $s,p_x,p_y,p_z$, the orbital angular momentum and the s–p dipole, scaled to unit matrix elements, satisfy both commutation hypotheses. $J^2$ is 0 on s and 2 on p, and the matrix entry $\langle s|V_0|p_x\rangle=1$ makes the block nonzero.

```lean
/-- The matrix unit `|a⟩⟨b|` on four basis states labelled `0 = s`, `1 = x`, `2 = y`, `3 = z`. -/
def ketBra (a b : Fin 4) : Matrix (Fin 4) (Fin 4) ℂ := Matrix.single a b 1

/-- The triple `i(|z⟩⟨y| - |y⟩⟨z|)` and its cyclic images on the four basis states. -/
def spJ : Fin 3 → Matrix (Fin 4) (Fin 4) ℂ :=
  ![I • (ketBra 3 2 - ketBra 2 3), I • (ketBra 1 3 - ketBra 3 1), I • (ketBra 2 1 - ketBra 1 2)]

/-- The dipole triple `|s⟩⟨k| + |k⟩⟨s|` for `k = x, y, z`. -/
def spDipole : Fin 3 → Matrix (Fin 4) (Fin 4) ℂ :=
  ![ketBra 0 1 + ketBra 1 0, ketBra 0 2 + ketBra 2 0, ketBra 0 3 + ketBra 3 0]

/-- The operator `|s⟩⟨s|`. -/
def projS : Matrix (Fin 4) (Fin 4) ℂ := ketBra 0 0

/-- The operator `|x⟩⟨x| + |y⟩⟨y| + |z⟩⟨z|`. -/
def projP : Matrix (Fin 4) (Fin 4) ℂ := ketBra 1 1 + ketBra 2 2 + ketBra 3 3

/-- `spJ` is an angular momentum and `spDipole` a vector operator; `J²` acts as `0` on `projS`
and as `2` on `projP`, and the block of the first dipole component between them is nonzero. -/
theorem vectorOperator_witness :
    IsAngularMomentum spJ ∧ IsVectorOperator spJ spDipole ∧
      projS * casimir spJ = (0 : ℂ) • projS ∧ projP * casimir spJ = (2 : ℂ) • projP ∧
      casimir spJ * projP = (2 : ℂ) • projP ∧ projS * spDipole 0 * projP ≠ 0 := by
  -- multiplication table of the matrix units
  have hE : ∀ a b c d : Fin 4,
      ketBra a b * ketBra c d = if b = c then ketBra a d else 0 := by
    intro a b c d
    split_ifs with h
    · subst h
      simp [ketBra]
    · simp [ketBra, h]
  have j0 : spJ 0 = I • (ketBra 3 2 - ketBra 2 3) := rfl
  have j1 : spJ 1 = I • (ketBra 1 3 - ketBra 3 1) := rfl
  have j2 : spJ 2 = I • (ketBra 2 1 - ketBra 1 2) := rfl
  have d0 : spDipole 0 = ketBra 0 1 + ketBra 1 0 := rfl
  have d1 : spDipole 1 = ketBra 0 2 + ketBra 2 0 := rfl
  have d2 : spDipole 2 = ketBra 0 3 + ketBra 3 0 := rfl
  have hC : casimir spJ = (2 : ℂ) • projP := by
    simp only [casimir, dot, Fin.sum_univ_three, projP, j0, j1, j2, mul_sub, sub_mul,
      mul_smul_comm, smul_mul_assoc, smul_sub, smul_smul, Complex.I_mul_I, hE, Fin.reduceEq,
      ↓reduceIte] <;> module
  refine ⟨?_, ?_, ?_, ?_, ?_, ?_⟩
  · refine (isVectorOperator_iff spJ spJ).2 ⟨?_, ?_, ?_, ?_, ?_, ?_, ?_, ?_, ?_⟩ <;>
      simp only [opComm, j0, j1, j2, mul_sub, sub_mul, mul_smul_comm, smul_mul_assoc,
        smul_sub, smul_smul,
        Complex.I_mul_I, hE, Fin.reduceEq, ↓reduceIte] <;> module
  · refine (isVectorOperator_iff spJ spDipole).2 ⟨?_, ?_, ?_, ?_, ?_, ?_, ?_, ?_, ?_⟩ <;>
      simp only [opComm, j0, j1, j2, d0, d1, d2, mul_add, add_mul, mul_sub, sub_mul,
        mul_smul_comm, smul_mul_assoc, hE, Fin.reduceEq, ↓reduceIte] <;> module
  · rw [hC]
    simp only [projS, projP, mul_add, mul_smul_comm, hE, Fin.reduceEq, ↓reduceIte] <;> module
  · rw [hC]
    simp only [projP, mul_add, add_mul, mul_smul_comm, hE, Fin.reduceEq, ↓reduceIte] <;> module
  · rw [hC]
    simp only [projP, mul_add, add_mul, smul_mul_assoc, hE, Fin.reduceEq, ↓reduceIte] <;> module
  · have hb : projS * spDipole 0 * projP = ketBra 0 1 := by
      simp only [projS, projP, d0, mul_add, hE, Fin.reduceEq, ↓reduceIte, add_zero]
    rw [hb]
    intro h
    have h01 := congrFun (congrFun h 0) 1
    simp [ketBra] at h01

end

end DiracVectorOperator
```
```lean
#print axioms DiracVectorOperator.dirac_identity
#print axioms DiracVectorOperator.projection_theorem
#print axioms DiracVectorOperator.selection_rule
```

```
'DiracVectorOperator.dirac_identity' depends on axioms: [propext, Classical.choice, Quot.sound]
'DiracVectorOperator.projection_theorem' depends on axioms: [propext, Classical.choice, Quot.sound]
'DiracVectorOperator.selection_rule' depends on axioms: [propext, Classical.choice, Quot.sound]
```
